# The Green's matrix of a diagonalisable Hamiltonian as a sum over its spectral projectors

The Hamiltonian is specified here by its levels and projectors, $H=\sum_i l_iP_i$, rather than by its matrix elements. The projectors need only satisfy three algebraic relations and the levels may be any complex numbers, so $H$ need not be Hermitian.

```lean
import Mathlib

open Filter Topology

namespace SpectralGreen

noncomputable section

variable {n ι : Type*} [Fintype n] [DecidableEq n] [Fintype ι]

/-- A complete family of mutually orthogonal idempotent matrices. -/
structure IsProjectorFamily (P : ι → Matrix n n ℂ) : Prop where
  idem : ∀ i, P i * P i = P i
  orth : ∀ i j, i ≠ j → P i * P j = 0
  complete : ∑ i, P i = 1

/-- The matrix `∑ a_i P_i`; with the levels as coefficients it is the Hamiltonian. -/
def spectralSum (a : ι → ℂ) (P : ι → Matrix n n ℂ) : Matrix n n ℂ :=
  ∑ i, a i • P i

/-- The Green's matrix `G(z) = (z - H)⁻¹`, meant for those `z` at which `z - H` is invertible. -/
def green (H : Matrix n n ℂ) (z : ℂ) : Matrix n n ℂ :=
  (z • (1 : Matrix n n ℂ) - H)⁻¹

/-- Spectral sums over the same projectors multiply coefficient by coefficient. -/
theorem spectralSum_mul {P : ι → Matrix n n ℂ} (hP : IsProjectorFamily P) (a b : ι → ℂ) :
    spectralSum a P * spectralSum b P = spectralSum (fun i => a i * b i) P := by
  unfold spectralSum
  rw [Finset.sum_mul]
  refine Finset.sum_congr rfl fun i _ => ?_
  -- only the diagonal term survives orthogonality
  rw [Finset.mul_sum, Finset.sum_eq_single i]
  · rw [smul_mul_smul_comm, hP.idem]
  · intro j _ hj
    rw [smul_mul_smul_comm, hP.orth i j hj.symm, smul_zero]
  · intro h
    exact absurd (Finset.mem_univ i) h

/-- A spectral sum acts on the range of the projector `P_k` as multiplication by `a_k`. -/
theorem spectralSum_mul_projector {P : ι → Matrix n n ℂ} (hP : IsProjectorFamily P)
    (a : ι → ℂ) (k : ι) : spectralSum a P * P k = a k • P k := by
  unfold spectralSum
  rw [Finset.sum_mul, Finset.sum_eq_single k]
  · rw [smul_mul_assoc, hP.idem]
  · intro j _ hj
    rw [smul_mul_assoc, hP.orth j k hj, smul_zero]
  · intro h
    exact absurd (Finset.mem_univ k) h

/-- The matrix `z - H` is the spectral sum with coefficients `z - l_i`. -/
theorem shift_eq_spectralSum {P : ι → Matrix n n ℂ} (hP : IsProjectorFamily P)
    (l : ι → ℂ) (z : ℂ) :
    z • (1 : Matrix n n ℂ) - spectralSum l P = spectralSum (fun i => z - l i) P := by
  simp only [spectralSum, sub_smul, Finset.sum_sub_distrib, ← Finset.smul_sum, hP.complete]

/-- Spectral representation: away from the levels, `G(z)` is a true inverse of `z - H`
and equals `∑ P_i / (z - l_i)`. -/
theorem green_spectral {P : ι → Matrix n n ℂ} (hP : IsProjectorFamily P)
    {l : ι → ℂ} {z : ℂ} (hz : ∀ i, z ≠ l i) :
    (z • (1 : Matrix n n ℂ) - spectralSum l P) * green (spectralSum l P) z = 1 ∧
      green (spectralSum l P) z = ∑ i, (z - l i)⁻¹ • P i := by
  have hinv : (z • (1 : Matrix n n ℂ) - spectralSum l P) *
      spectralSum (fun i => (z - l i)⁻¹) P = 1 := by
    have hc : ∀ i, (z - l i) * (z - l i)⁻¹ = 1 := fun i =>
      mul_inv_cancel₀ (sub_ne_zero.mpr (hz i))
    rw [shift_eq_spectralSum hP, spectralSum_mul hP]
    simp only [spectralSum, hc, one_smul, hP.complete]
  have hG : green (spectralSum l P) z = spectralSum (fun i => (z - l i)⁻¹) P :=
    Matrix.inv_eq_right_inv hinv
  exact ⟨by rw [hG]; exact hinv, hG⟩

/-- If no projector vanishes, `z - H` is invertible exactly when `z` is none of the levels. -/
theorem isUnit_shift_iff {P : ι → Matrix n n ℂ} (hP : IsProjectorFamily P)
    (hne : ∀ i, P i ≠ 0) (l : ι → ℂ) (z : ℂ) :
    IsUnit (z • (1 : Matrix n n ℂ) - spectralSum l P) ↔ ∀ i, z ≠ l i := by
  constructor
  · intro hu i hi
    -- at a level, `z - H` annihilates the corresponding projector
    have h0 : (z • (1 : Matrix n n ℂ) - spectralSum l P) * P i = 0 := by
      rw [shift_eq_spectralSum hP, spectralSum_mul_projector hP, hi, sub_self, zero_smul]
    exact hne i (hu.mul_right_eq_zero.mp h0)
  · intro hz
    have h := (green_spectral hP hz).1
    exact ⟨⟨_, _, h, mul_eq_one_comm.mp h⟩, rfl⟩

/-- For any energy `e`, `(z - e) G(z)` tends, as `z` approaches `e`, to the sum of all
projectors whose level equals `e`. -/
theorem tendsto_green_degenerate {P : ι → Matrix n n ℂ} (hP : IsProjectorFamily P)
    (l : ι → ℂ) (e : ℂ) :
    Tendsto (fun z => (z - e) • green (spectralSum l P) z) (𝓝[≠] e)
      (𝓝 (∑ i with l i = e, P i)) := by
  -- close to `e`, but not at `e`, there are no levels
  have hne : ∀ᶠ z in 𝓝[≠] e, ∀ i, z ≠ l i := by
    rw [eventually_all]
    intro i
    by_cases hi : l i = e
    · rw [hi]
      exact self_mem_nhdsWithin
    · exact nhdsWithin_le_nhds (isOpen_ne.mem_nhds (Ne.symm hi))
  -- each scalar factor tends to one or to zero
  have hterm : ∀ i, Tendsto (fun z : ℂ => (z - e) * (z - l i)⁻¹) (𝓝[≠] e)
      (𝓝 (if l i = e then (1 : ℂ) else 0)) := by
    intro i
    by_cases hi : l i = e
    · rw [if_pos hi, hi]
      refine tendsto_const_nhds.congr' ?_
      filter_upwards [self_mem_nhdsWithin] with z hz
      exact (mul_inv_cancel₀ (sub_ne_zero.mpr hz)).symm
    · rw [if_neg hi]
      have hc : ContinuousAt (fun z : ℂ => (z - e) * (z - l i)⁻¹) e :=
        ContinuousAt.mul (by fun_prop)
          (ContinuousAt.inv₀ (by fun_prop) (sub_ne_zero.mpr (Ne.symm hi)))
      have h := hc.tendsto.mono_left (nhdsWithin_le_nhds (s := {e}ᶜ))
      simpa using h
  have hsum := tendsto_finsetSum Finset.univ (fun i _ => (hterm i).smul_const (P i))
  have hval : ∑ i, (if l i = e then (1 : ℂ) else 0) • P i = ∑ i with l i = e, P i := by
    rw [Finset.sum_filter]
    exact Finset.sum_congr rfl fun i _ => by split_ifs <;> simp
  rw [hval] at hsum
  refine hsum.congr' ?_
  filter_upwards [hne] with z hz
  rw [(green_spectral hP hz).2, Finset.smul_sum]
  exact Finset.sum_congr rfl fun i _ => mul_smul _ _ _

/-- For distinct levels, `(z - l_k) G(z)` tends to the projector `P_k` as `z` approaches `l_k`. -/
theorem tendsto_green_projector {P : ι → Matrix n n ℂ} (hP : IsProjectorFamily P)
    {l : ι → ℂ} (hl : Function.Injective l) (k : ι) :
    Tendsto (fun z => (z - l k) • green (spectralSum l P) z) (𝓝[≠] (l k)) (𝓝 (P k)) := by
  have hk : ∑ i with l i = l k, P i = P k := by
    rw [Finset.sum_filter, Finset.sum_eq_single k]
    · rw [if_pos rfl]
    · intro j _ hj
      exact if_neg (fun h => hj (hl h))
    · intro h
      exact absurd (Finset.mem_univ k) h
  have h := tendsto_green_degenerate hP l (l k)
  rwa [hk] at h

/-- Away from the levels, the trace of the Green's matrix is `∑ tr P_i / (z - l_i)`. -/
theorem trace_green {P : ι → Matrix n n ℂ} (hP : IsProjectorFamily P)
    {l : ι → ℂ} {z : ℂ} (hz : ∀ i, z ≠ l i) :
    (green (spectralSum l P) z).trace = ∑ i, (P i).trace / (z - l i) := by
  rw [(green_spectral hP hz).2, Matrix.trace_sum]
  refine Finset.sum_congr rfl fun i _ => ?_
  rw [Matrix.trace_smul, smul_eq_mul, div_eq_inv_mul]

/-- The projectors on the even and odd combinations of two sites. -/
def twoSite : Fin 2 → Matrix (Fin 2) (Fin 2) ℂ :=
  ![!![1/2, 1/2; 1/2, 1/2], !![1/2, -1/2; -1/2, 1/2]]

/-- The two-site projectors are a complete orthogonal family of nonzero matrices, and with the
distinct levels `1` and `-1` they build the hopping matrix between the sites. -/
theorem twoSite_witness :
    IsProjectorFamily twoSite ∧ (∀ i, twoSite i ≠ 0) ∧
      Function.Injective (![1, -1] : Fin 2 → ℂ) ∧
      spectralSum ![1, -1] twoSite = !![0, 1; 1, 0] := by
  have h01 : twoSite 0 * twoSite 1 = 0 := by
    ext a b
    fin_cases a <;> fin_cases b <;>
      simp [twoSite, Matrix.mul_apply, Fin.sum_univ_succ] <;> norm_num
  have h10 : twoSite 1 * twoSite 0 = 0 := by
    ext a b
    fin_cases a <;> fin_cases b <;>
      simp [twoSite, Matrix.mul_apply, Fin.sum_univ_succ] <;> norm_num
  refine ⟨⟨?_, ?_, ?_⟩, ?_, ?_, ?_⟩
  · intro i
    ext a b
    fin_cases i <;> fin_cases a <;> fin_cases b <;>
      simp [twoSite, Matrix.mul_apply, Fin.sum_univ_succ] <;> norm_num
  · intro i j hij
    fin_cases i <;> fin_cases j
    exacts [absurd rfl hij, h01, h10, absurd rfl hij]
  · ext a b
    fin_cases a <;> fin_cases b <;> simp [twoSite, Fin.sum_univ_two] <;> norm_num
  · intro i h
    have h0 := congrFun (congrFun h 0) 0
    fin_cases i <;> simp [twoSite] at h0
  · have h1 : (1 : ℂ) ≠ -1 := by norm_num
    intro i j h
    fin_cases i <;> fin_cases j
    exacts [rfl, absurd h h1, absurd h.symm h1, rfl]
  · ext a b
    fin_cases a <;> fin_cases b <;>
      simp [spectralSum, twoSite, Fin.sum_univ_two] <;> norm_num

end

end SpectralGreen
```

```lean
#print axioms SpectralGreen.spectralSum_mul_projector
-- 'SpectralGreen.spectralSum_mul_projector' depends on axioms: [propext, Classical.choice, Quot.sound]
#print axioms SpectralGreen.isUnit_shift_iff
-- 'SpectralGreen.isUnit_shift_iff' depends on axioms: [propext, Classical.choice, Quot.sound]
#print axioms SpectralGreen.tendsto_green_projector
-- 'SpectralGreen.tendsto_green_projector' depends on axioms: [propext, Classical.choice, Quot.sound]
#print axioms SpectralGreen.trace_green
-- 'SpectralGreen.trace_green' depends on axioms: [propext, Classical.choice, Quot.sound]
```

## Levels, projectors and the energy variable

The index type `n` labels the basis states, for instance the sites or orbitals of a tight-binding model, and `ι` labels the levels. Both are finite. The structure `IsProjectorFamily P` contains the three relations

$$P_i^2=P_i,\qquad P_iP_j=0\ \ (i\neq j),\qquad \sum_i P_i=1 .$$

For a Hermitian matrix, the spectral theorem supplies such a family; here the family is a hypothesis. Since $P_i^\dagger=P_i$ is not required, the projections may be oblique, as at least one of them is whenever $H$ does not commute with $H^\dagger$. Defective matrices, which have Jordan blocks, are not covered, nor are continuous spectra or energy-dependent self-energies.

The expression `spectralSum l P` is $H$, and `green H z` is $G(z)=(z-H)^{-1}$, with $z$ a complex energy. This fixes the sign convention: $G$ is the inverse of $z-H$, not of $H-z$.

The theorem `green_spectral` says that if $z$ differs from every $l_i$, then

$$(z-H)\,G(z)=1,\qquad G(z)=\sum_i\frac{P_i}{z-l_i}.$$

The levels need not be distinct for this. Distinctness, written `Function.Injective l`, enters in `tendsto_green_projector`, which states that $(z-l_k)G(z)\to P_k$ as $z\to l_k$ with $z\neq l_k$. A vanishing $P_k$ is allowed; the limit is then zero, and $l_k$ is a label with no eigenvector attached to it.

For non-interacting electrons in a finite orthonormal basis, this is the statement that the one-particle Green's function has its poles at the orbital energies, and that the residue at each pole is the projector onto the space spanned by all orbitals with that energy.

## Inverting $z-H$ one level at a time

Take two sums over the same projectors, with coefficients $a_i$ and $b_i$. Orthogonality removes the mixed terms:

$$\Big(\sum_i a_iP_i\Big)\Big(\sum_j b_jP_j\Big)=\sum_{i,j}a_ib_j\,P_iP_j=\sum_i a_ib_i\,P_i .$$

This is `spectralSum_mul`, where `Finset.sum_eq_single` keeps the diagonal term. Completeness turns the number $z$ into $z\sum_iP_i$, so that

$$z-H=\sum_i(z-l_i)P_i ,$$

which is `shift_eq_spectralSum`. If no coefficient $z-l_i$ vanishes, multiplication by $\sum_i(z-l_i)^{-1}P_i$ gives $\sum_iP_i=1$. For square matrices a right inverse is the inverse, and `Matrix.inv_eq_right_inv` uses this to identify the sum with $G(z)$.

The same algebra locates the singular energies. By `spectralSum_mul_projector`, $(z-H)P_i=(z-l_i)P_i$, which is zero at $z=l_i$. If $z-H$ were invertible there, $P_i$ would have to vanish. Hence, when all projectors are nonzero, $z-H$ is invertible exactly when $z$ avoids every level, as `isUnit_shift_iff` states.

Taking the trace term by term gives `trace_green`:

$$\operatorname{tr}G(z)=\sum_i\frac{\operatorname{tr}P_i}{z-l_i}.$$

The trace of an idempotent matrix is its rank, so each numerator counts the independent states that $P_i$ contributes.

## The residue at a level

Let $e$ be any complex energy. Since there are finitely many levels, some neighbourhood of $e$ contains none of them except possibly $e$ itself. For $z\neq e$ in that neighbourhood,

$$(z-e)G(z)=\sum_i\frac{z-e}{z-l_i}\,P_i .$$

If $l_i=e$, the scalar factor equals 1 for every such $z$. If $l_i\neq e$, it is continuous at $e$ and tends to $0/(e-l_i)=0$. The sum is finite, so the limits add:

$$(z-e)G(z)\longrightarrow\sum_{i:\,l_i=e}P_i .$$

This is `tendsto_green_degenerate`. In its proof, `hne` provides the neighbourhood free of other levels, `hterm` treats the two kinds of factor, and `tendsto_finsetSum` adds the limits. The final `congr'` step replaces the explicit sum by $G(z)$, which is legitimate because the two agree near $e$ away from $e$ itself. With distinct levels and $e=l_k$, only $P_k$ remains.

The limit has to exclude the point $z=l_k$, and the notation `𝓝[≠]` does this. With the full neighbourhood filter `𝓝` the claim would be false for every nonzero $P_k$: at $z=l_k$ the prefactor is zero, so the Lean expression has the value $0$ there, whatever matrix `green` returns.

## Two sites, and a small broadening

The definition `twoSite` gives the projectors onto the even and odd combinations of two sites. With levels $1$ and $-1$, in units of the hopping amplitude, `twoSite_witness` confirms the hypotheses and the matrix $H$ below; the formula for $G(z)$ follows by inverting the $2\times2$ matrix $z-H$ by hand:

$$H=\begin{pmatrix}0&1\\1&0\end{pmatrix},\qquad G(z)=\frac{1}{z^2-1}\begin{pmatrix}z&1\\1&z\end{pmatrix}.$$

Multiplying $G(z)$ by $z-1$ and letting $z\to1$ leaves the matrix with all entries $\tfrac12$, which is the even projector `twoSite 0`.

In a numerical calculation with a Hermitian $H$, one diagonalisation provides the levels and projectors, and at each further energy $G(z)$ is the sum of the same projectors with new denominators. To avoid the poles, the energy can be taken slightly off the real axis, $z=E+\mathrm{i}\eta$ with $E$ real and $\eta>0$. At $E=l_k$, with distinct levels,

$$\mathrm{i}\eta\,G(l_k+\mathrm{i}\eta)=P_k+\sum_{i\neq k}\frac{\mathrm{i}\eta}{l_k-l_i+\mathrm{i}\eta}\,P_i .$$

The left side therefore approximates $P_k$ well when $\eta$ is small compared with the distance from $l_k$ to the nearest other level. If one other level lies much closer to $l_k$ than $\eta$, and all remaining levels are much farther away than $\eta$, the result is close to the sum of the two projectors, much as in the degenerate case.
